# Berry Flux through the Full Zone Is q Times That of the Magnetic Zone at Flux p/q in Lowest Terms

Take electrons on a square lattice with p/q flux quanta per plaquette, p and q without a common factor. Let k₁ and k₂ be the crystal momenta times the lattice constant of the original lattice, not of the larger magnetic cell. Integrate the Berry curvature of one isolated band over the square 0 ≤ k₁, k₂ ≤ 2π and divide by 2π. The result is q times the Chern number of the band. For the lowest band of the nearest-neighbour hopping model at flux 1/3 it has magnitude 3, where the Chern number has magnitude 1, and a Hall conductance computed from it is too large by the same factor.

The square counts every state q times. For a magnetic cell of q plaquettes along the first direction, the curvature repeats under a translation of k₁ by 2πp/q, and the independent momenta fill only a reduced magnetic zone of size 2π/q by 2π. The factor q follows for any continuous real curvature with this translation symmetry and period 2π in both momenta. For non-interacting electrons with a filled, isolated band, the band's contribution to the quantised Hall conductance counts each state once, so the integral over the reduced zone is the one that enters.

## From two translations to the factor q

With k₁ and k₂ as above, let F(k₁, k₂) be the Berry curvature. Write the flux through a rectangle as

Φ(a, a′; c, d) = ∫ₐ^a′ dk₁ ∫_c^d dk₂ F(k₁, k₂).

Assume that F is continuous, has period 2π in each momentum, and satisfies

F(k₁ + 2πp/q, k₂) = F(k₁, k₂),

with q ≥ 1 and p an integer coprime to q.

**The finest translation.** By Bézout's identity there are integers u and v with up + vq = 1. Applying the translation 2πp/q u times and the translation 2π v times, backwards where the count is negative, shifts k₁ by

u · 2πp/q + v · 2π = (2π/q)(up + vq) = 2π/q.

So F has period T = 2π/q in k₁.

**Moving a window.** Fix c and d and put G(k₁) = ∫_c^d F(k₁, k₂) dk₂, which also has period T. For any a and a′,

∫ₐ^(a+T) G = ∫ₐ^a′ G + ∫_a′^(a′+T) G + ∫_(a′+T)^(a+T) G.

Shifting the variable by T turns the last integral into ∫_a′^a G, which cancels the first. The flux through a window one period wide therefore doesn't depend on where the window starts.

**Adding windows.** The interval from a to a + nT splits into n adjacent windows, each with the same flux:

∫ₐ^(a+nT) G = n ∫ₐ^(a+T) G.

For n = q the left side is an integral over a length 2π. Since G also has period 2π, that interval may be moved to start at 0. This gives the strip law, for any c and d:

Φ(0, 2π; c, d) = q Φ(a, a + 2π/q; c, d).

**Moving the k₂ edge.** Set c = 0 and d = 2π. Since F has period 2π in k₂, the inner integral may start at any b:

Φ(0, 2π; 0, 2π) = q Φ(a, a + 2π/q; b, b + 2π).

With a = b = 0 the right side contains the reduced zone in its usual position.

The width of that zone is 2π/q, although the symmetry is stated with 2πp/q. If the second number is used as the width, the window for positive p holds p reduced zones. At flux 2/3 a window of width 4π/3, multiplied by q = 3, gives twice the correct full-zone flux.

**Back from fluxes to symmetry.** Suppose now only that F is continuous and that the strip law holds for all a, c and d. Take c = 0 and put G_d(k₁) = ∫₀^d F(k₁, k₂) dk₂. The integral of G_d from a to a + 2π/q is then independent of a, and its derivative with respect to a gives

G_d(a + 2π/q) − G_d(a) = 0.

Differentiating with respect to d gives F(a + 2π/q, d) = F(a, d). Repeating this translation p times, backwards if p is negative, gives invariance under 2πp/q for every integer p.

**A common factor.** For p = q = 2 the translation 2πp/q is just 2π, and it says nothing about a half zone. The function F = sin k₁ has this symmetry, and

Φ(0, b; 0, 2π) = 2π(1 − cos b).

The full zone, b = 2π, carries flux 0, while the half zone, b = π, carries 4π. The factor-q relation can thus fail when p and q are allowed a common factor.

## The sum over a momentum grid

In the nearest-neighbour model with q ≥ 2 the Bloch Hamiltonian, in units of the hopping amplitude, can be written as a q × q matrix with diagonal entries 2 cos(k₂ + 2πpm/q), for m = 0, …, q − 1, and a hopping phase e^(ik₁) from site m to site m + 1, counted modulo q. Conjugation with the diagonal matrix of entries e^(2πipm/q) replaces k₁ by k₁ + 2πp/q. This matrix doesn't depend on momentum, so the curvature of an isolated band is unchanged. Entries e^(2πim/q) give the shift 2π/q directly in the same way; Bézout's identity recovers it when the symmetry is given as 2πp/q.

At flux 1/3, a grid of 60 × 60 points on the full square has columns of constant k₁ spaced by 2π/60. Columns 20 apart carry the same curvature values. The Chern number is approximated by summing F over 20 adjacent columns, multiplying by the cell area (2π/60)² and dividing by 2π. Summing all 60 columns gives three times that number.

## Curvature and flux as Lean objects

```lean
import Mathlib

open Real

namespace MagneticZoneFlux
```

The curvature is any function `F : ℝ → ℝ → ℝ`, with k₁ as its first argument. No Hamiltonian or Bloch state appears.

```lean
/-- The Berry flux through the rectangle `[a, a'] × [c, d]` of the `(k₁, k₂)` plane:
the iterated integral of the Berry curvature `F`. -/
noncomputable def berryFlux (F : ℝ → ℝ → ℝ) (a a' c d : ℝ) : ℝ :=
  ∫ k₁ in a..a', ∫ k₂ in c..d, F k₁ k₂
```

`berryFlux F a a' c d` is Φ(a, a′; c, d), with the k₂ integral inside. For a continuous curvature this iterated integral equals the area integral. There is no factor 1/(2π), so a Chern number is this flux through the reduced zone divided by 2π. The theorems neither assume nor show that the quotient is an integer.

## Bézout's identity for periods

```lean
/-- A function of the momentum that is unchanged by the translations `2π` and `2πp/q`, with `p`
coprime to `q ≥ 1`, is unchanged by the finer translation `2π/q`. -/
theorem periodic_of_coprime {f : ℝ → ℝ} {p : ℤ} {q : ℕ} (hq : 0 < q)
    (hpq : IsCoprime p (q : ℤ)) (h₁ : Function.Periodic f (2 * π))
    (hp : Function.Periodic f (2 * π * p / q)) : Function.Periodic f (2 * π / q) := by
  have hq' : (q : ℝ) ≠ 0 := by exact_mod_cast hq.ne'
  -- Bézout: some combination of the two translations is the finest one
  obtain ⟨u, v, huv⟩ := hpq
  have hb : (u : ℝ) * p + v * q = 1 := by exact_mod_cast huv
  have hc : 2 * π * p / q * q = 2 * π * p := div_mul_cancel₀ _ hq'
  have e : (u : ℝ) * (2 * π * p / q) + v * (2 * π) = 2 * π / q := by
    rw [eq_div_iff hq']
    linear_combination (u : ℝ) * hc + 2 * π * hb
  have h := (hp.int_mul u).add_period (h₁.int_mul v)
  rwa [e] at h
```

The lemma concerns a function `f` of one momentum. `Function.Periodic f T` means f(x + T) = f(x) for all x, and `IsCoprime p (q : ℤ)` is Bézout's identity itself: it supplies `u`, `v` and the equation up + vq = 1. The equation `e` is the shift computed by hand. `int_mul` repeats a translation an integer number of times, and `add_period` combines the two.

## Moving and adding strips

```lean
/-- If the curvature has period `T` in `k₁`, the flux through a strip of width `T` does not
depend on where the strip begins. -/
theorem berryFlux_shift {F : ℝ → ℝ → ℝ} {T c d : ℝ}
    (hT : ∀ k₁ k₂, F (k₁ + T) k₂ = F k₁ k₂) (a a' : ℝ) :
    berryFlux F a (a + T) c d = berryFlux F a' (a' + T) c d := by
  have hG : Function.Periodic (fun k₁ => ∫ k₂ in c..d, F k₁ k₂) T := fun k₁ => by
    simp only [hT]
  exact hG.intervalIntegral_add_eq a a'
```

Here `hG` says that the k₂ integral inherits the period `T`. Mathlib's lemma `intervalIntegral_add_eq` then moves the window from `a` to `a'`.

```lean
/-- If a continuous curvature has period `T` in `k₁`, then `n` adjacent strips of width `T`
carry `n` times the flux of one strip. -/
theorem berryFlux_repeat {F : ℝ → ℝ → ℝ} (hF : Continuous (Function.uncurry F)) {T : ℝ}
    (hT : ∀ k₁ k₂, F (k₁ + T) k₂ = F k₁ k₂) (n : ℕ) (a c d : ℝ) :
    berryFlux F a (a + n * T) c d = n * berryFlux F a (a + T) c d := by
  have hG : Continuous (fun k₁ => ∫ k₂ in c..d, F k₁ k₂) :=
    intervalIntegral.continuous_parametric_intervalIntegral_of_continuous' hF c d
  induction n with
  | zero => simp [berryFlux]
  | succ n ih =>
    -- split off the last strip and move it back to the first
    have hsplit : berryFlux F a (a + ((n + 1 : ℕ) : ℝ) * T) c d
        = berryFlux F a (a + n * T) c d + berryFlux F (a + n * T) (a + n * T + T) c d := by
      have e : a + ((n + 1 : ℕ) : ℝ) * T = a + n * T + T := by push_cast; ring
      rw [e]
      exact (intervalIntegral.integral_add_adjacent_intervals
        (hG.intervalIntegrable _ _) (hG.intervalIntegrable _ _)).symm
    rw [hsplit, ih, berryFlux_shift hT (a + n * T) a]
    push_cast
    ring
```

Joint continuity of F is written `Continuous (Function.uncurry F)`. It makes the inner integral a continuous function of k₁, hence integrable on every interval. The induction on `n` splits off the last window in `hsplit` and moves it back to the first with `berryFlux_shift`. For `n = 0` both sides vanish.

## The strip law and the full zone

```lean
/-- Strip law: let a continuous curvature be unchanged by the `k₁` translations `2π` and `2πp/q`,
with `p` coprime to `q ≥ 1`. For any range of `k₂`, the flux over `0 ≤ k₁ ≤ 2π` is `q` times
the flux over any `k₁` window of width `2π/q`. -/
theorem berryFlux_strip {F : ℝ → ℝ → ℝ} (hF : Continuous (Function.uncurry F))
    {p : ℤ} {q : ℕ} (hq : 0 < q) (hpq : IsCoprime p (q : ℤ))
    (h₁ : ∀ k₁ k₂, F (k₁ + 2 * π) k₂ = F k₁ k₂)
    (hp : ∀ k₁ k₂, F (k₁ + 2 * π * p / q) k₂ = F k₁ k₂) (a c d : ℝ) :
    berryFlux F 0 (2 * π) c d = q * berryFlux F a (a + 2 * π / q) c d := by
  have hq' : (q : ℝ) ≠ 0 := by exact_mod_cast hq.ne'
  have hT : ∀ k₁ k₂, F (k₁ + 2 * π / q) k₂ = F k₁ k₂ := fun k₁ k₂ =>
    periodic_of_coprime (f := fun k => F k k₂) hq hpq (fun k => h₁ k k₂) (fun k => hp k k₂) k₁
  have hrep := berryFlux_repeat hF hT q a c d
  have e : (q : ℝ) * (2 * π / q) = 2 * π := by field_simp
  rw [e] at hrep
  rw [← hrep, berryFlux_shift h₁ a 0, zero_add]
```

Hypothesis `h₁` is the period 2π in k₁, and `hp` is the invariance under k₁ → k₁ + 2πp/q. For each fixed k₂, `periodic_of_coprime` turns them into the period 2π/q. The next step takes q adjacent windows, whose total width is 2π by `e`, and `berryFlux_shift` moves the resulting interval to start at 0. No periodicity in k₂ is assumed.

```lean
/-- Let a continuous Berry curvature be `2π`-periodic in `k₁` and `k₂` and unchanged by
`k₁ → k₁ + 2πp/q`, with `p` coprime to `q ≥ 1`. Its flux through the full zone is `q` times its
flux through the reduced zone of size `2π/q` by `2π`, whatever the origin `(a, b)` of the latter. -/
theorem full_zone_flux {F : ℝ → ℝ → ℝ} (hF : Continuous (Function.uncurry F))
    {p : ℤ} {q : ℕ} (hq : 0 < q) (hpq : IsCoprime p (q : ℤ))
    (h₁ : ∀ k₁ k₂, F (k₁ + 2 * π) k₂ = F k₁ k₂)
    (h₂ : ∀ k₁ k₂, F k₁ (k₂ + 2 * π) = F k₁ k₂)
    (hp : ∀ k₁ k₂, F (k₁ + 2 * π * p / q) k₂ = F k₁ k₂) (a b : ℝ) :
    berryFlux F 0 (2 * π) 0 (2 * π)
      = q * berryFlux F a (a + 2 * π / q) b (b + 2 * π) := by
  -- periodicity in `k₂` moves the lower edge from `0` to `b`
  have hk : ∀ k₁, (∫ k₂ in (0 : ℝ)..(2 * π), F k₁ k₂) = ∫ k₂ in b..(b + 2 * π), F k₁ k₂ := by
    intro k₁
    have hper : Function.Periodic (F k₁) (2 * π) := h₂ k₁
    have h := hper.intervalIntegral_add_eq 0 b
    rwa [zero_add] at h
  rw [berryFlux_strip hF hq hpq h₁ hp a 0 (2 * π)]
  unfold berryFlux
  simp only [hk]
```

This is the main theorem. In words: if F is jointly continuous, has period 2π in both momenta and is unchanged by k₁ → k₁ + 2πp/q, with p coprime to q ≥ 1, then the flux through [0, 2π]² is q times the flux through the reduced zone with corner (a, b). The new hypothesis `h₂`, the period in k₂, is what lets b be arbitrary: `hk` moves the inner integral from 0 to b, and the strip law does the rest. For q = 1 the reduced zone is itself a full zone, and the theorem says only that its origin is irrelevant.

The hypothesis `hp` stands for the fact that k₁ and k₁ + 2πp/q label the same states when the magnetic cell is q plaquettes long, and continuity stands for a band that touches no other. Both are assumed. The step from a given Hamiltonian to a curvature with these properties, made above for the nearest-neighbour matrix, has to be supplied separately.

## Recovering the symmetry from the fluxes

```lean
/-- If the integral of a continuous function over a window of width `T` is the same for every
position of the window, the function has period `T`. -/
theorem periodic_of_window_const {g : ℝ → ℝ} (hg : Continuous g) {T K : ℝ}
    (h : ∀ a, (∫ k in a..(a + T), g k) = K) (x : ℝ) : g (x + T) = g x := by
  have hd : HasDerivAt (fun a => (∫ k in (0 : ℝ)..(a + T), g k) - ∫ k in (0 : ℝ)..a, g k)
      (g (x + T) - g x) x :=
    (HasDerivAt.comp_add_const x T (hg.integral_hasStrictDerivAt 0 (x + T)).hasDerivAt).fun_sub
      (hg.integral_hasStrictDerivAt 0 x).hasDerivAt
  have he : (fun a => (∫ k in (0 : ℝ)..(a + T), g k) - ∫ k in (0 : ℝ)..a, g k)
      = fun _ => K := by
    funext a
    rw [← h a]
    exact intervalIntegral.integral_interval_sub_left
      (hg.intervalIntegrable _ _) (hg.intervalIntegrable _ _)
  rw [he] at hd
  linarith [hd.unique (hasDerivAt_const x K)]
```

This is the first differentiation of the converse, for a general continuous function `g`. The window integral is written as a difference of two integrals starting at 0. Its derivative is g(x + T) − g(x) by the fundamental theorem of calculus (`hd`). By `he` the same function is the constant `K`, so the derivative is zero.

```lean
/-- Converse of the strip law: if it holds for a continuous curvature with some `q ≥ 1`, for every
window position and every range of `k₂`, then the curvature is unchanged by `k₁ → k₁ + 2πp/q`
for every integer `p`. -/
theorem translation_of_strip_law {F : ℝ → ℝ → ℝ} (hF : Continuous (Function.uncurry F))
    {q : ℕ} (hq : 0 < q)
    (h : ∀ a c d, berryFlux F 0 (2 * π) c d = q * berryFlux F a (a + 2 * π / q) c d)
    (p : ℤ) (k₁ k₂ : ℝ) : F (k₁ + 2 * π * p / q) k₂ = F k₁ k₂ := by
  have hq' : (q : ℝ) ≠ 0 := by exact_mod_cast hq.ne'
  have hs : ∀ x, Continuous (F x) := fun x =>
    hF.comp (continuous_const.prodMk continuous_id)
  have hT : ∀ x y, F (x + 2 * π / q) y = F x y := by
    intro x y
    -- vary the window position
    have hG : ∀ d, (∫ k in (0 : ℝ)..d, F (x + 2 * π / q) k) = ∫ k in (0 : ℝ)..d, F x k := by
      intro d
      have hc : Continuous (fun u => ∫ k in (0 : ℝ)..d, F u k) :=
        intervalIntegral.continuous_parametric_intervalIntegral_of_continuous' hF 0 d
      have hw := periodic_of_window_const hc (T := 2 * π / q)
        (K := berryFlux F 0 (2 * π) 0 d / q)
        (fun a => by
          rw [eq_div_iff hq', mul_comm]
          exact (h a 0 d).symm) x
      exact hw
    -- vary the upper limit of `k₂`
    have e₁ := Continuous.deriv_integral (F (x + 2 * π / q)) (hs _) 0 y
    have e₂ := Continuous.deriv_integral (F x) (hs x) 0 y
    exact e₁.symm.trans ((congrArg (fun f : ℝ → ℝ => deriv f y) (funext hG)).trans e₂)
  have hper : Function.Periodic (fun k => F k k₂) (2 * π / q) := fun x => hT x k₂
  have e : 2 * π * p / q = p * (2 * π / q) := by ring
  rw [e]
  exact hper.int_mul p k₁
```

The hypothesis `h` is the strip law for every window position and every k₂ range. Applied to the integral of F from 0 to d, the previous lemma gives `hG`: the integrals at k₁ = x + 2π/q and at k₁ = x agree for every upper limit. Differentiating both in that limit, through `e₁` and `e₂`, gives equality of the curvatures. The last lines repeat the translation `p` times. Here `p` is any integer, coprime to q or not, and p = q returns the period 2π in k₁.

## The half zone for p = q = 2

```lean
/-- For `p = q = 2` the curvature `sin k₁` is unchanged by the translation `2πp/q`, yet its flux is
`0` through the full zone and `4π` through the half zone. -/
theorem coprimality_needed :
    (∀ k₁ : ℝ, Real.sin (k₁ + 2 * π * 2 / 2) = Real.sin k₁) ∧
      berryFlux (fun k₁ _ => Real.sin k₁) 0 (2 * π) 0 (2 * π) = 0 ∧
      berryFlux (fun k₁ _ => Real.sin k₁) 0 (2 * π / 2) 0 (2 * π) = 4 * π := by
  have key : ∀ b, berryFlux (fun k₁ _ => Real.sin k₁) 0 b 0 (2 * π)
      = 2 * π * (1 - Real.cos b) := by
    intro b
    simp only [berryFlux, intervalIntegral.integral_const, smul_eq_mul, sub_zero,
      intervalIntegral.integral_const_mul, integral_sin, Real.cos_zero]
  refine ⟨fun k₁ => ?_, ?_, ?_⟩
  · rw [show 2 * π * 2 / 2 = 2 * π by ring]
    exact Real.sin_add_two_pi k₁
  · rw [key, Real.cos_two_pi]
    ring
  · rw [key, show 2 * π / 2 = π by ring, Real.cos_pi]
    ring

end MagneticZoneFlux
```

The three parts of the statement are the invariance of sin k₁ under 2π · 2/2, the zero flux through the full zone, and the flux 4π through the half zone. The auxiliary `key` is the formula 2π(1 − cos b), evaluated at b = 2π and b = π.

```lean
#print axioms MagneticZoneFlux.full_zone_flux
-- 'MagneticZoneFlux.full_zone_flux' depends on axioms: [propext, Classical.choice, Quot.sound]
#print axioms MagneticZoneFlux.translation_of_strip_law
-- 'MagneticZoneFlux.translation_of_strip_law' depends on axioms: [propext, Classical.choice, Quot.sound]
#print axioms MagneticZoneFlux.coprimality_needed
-- 'MagneticZoneFlux.coprimality_needed' depends on axioms: [propext, Classical.choice, Quot.sound]
```
